# Chen's derivative rule for one lateral modulation: $p_z$ and $d_{z^2}$ tips raise the amplitude contrast

Differentiate $e^{-z}+b\,e^{-2z}$ once and the result is $-e^{-z}-2b\,e^{-2z}$: the faster-decaying term has doubled relative to the slower one. If the slower term is the uniform part of a sample wave in vacuum and the faster one is the amplitude of its lateral modulation, a scanning tunnelling microscope tip that responds to the height derivative gives a tunnelling amplitude with twice the contrast of the wave itself.

In Lean 4 with Mathlib:

```lean
import Mathlib

namespace ChenCorrugation

noncomputable section

/-- Sample wave in the vacuum: a uniform part decaying at rate `κ` and a lateral modulation
of wave number `q` and strength `b` decaying at rate `g`. -/
def vacuumWave (κ q g b x z : ℝ) : ℝ :=
  Real.exp (-(κ * z)) + b * Real.cos (q * x) * Real.exp (-(g * z))

/-- Decay rate `√(κ² + q²)`. -/
def decayRate (κ q : ℝ) : ℝ := Real.sqrt (κ ^ 2 + q ^ 2)

/-- Laplacian of a field that depends on one lateral coordinate `x` and the height `z`. -/
def laplacian (f : ℝ → ℝ → ℝ) (x z : ℝ) : ℝ :=
  deriv (deriv (fun x' => f x' z)) x + deriv (deriv (f x)) z

/-- Tunnelling amplitude for a tip that probes the combination `α + β ∂z + γ ∂z²` of the
sample wave at the tip position. -/
def tipSignal (α β γ : ℝ) (f : ℝ → ℝ → ℝ) (x z : ℝ) : ℝ :=
  α * f x z + β * deriv (f x) z + γ * deriv (deriv (f x)) z

/-- Amplitude for a `p_z` tip: the height derivative of the sample wave. -/
def pzSignal (f : ℝ → ℝ → ℝ) (x z : ℝ) : ℝ := tipSignal 0 1 0 f x z

/-- Amplitude for a `d_z²` tip: `3 ∂z² - κ²` applied to the sample wave. -/
def dz2Signal (κ : ℝ) (f : ℝ → ℝ → ℝ) (x z : ℝ) : ℝ := tipSignal (-κ ^ 2) 0 3 f x z

/-- Corrugation contrast of a lateral scan: difference over sum of the signals at `x = 0`
and half a period away, at `x = π / q`. -/
def contrast (q : ℝ) (M : ℝ → ℝ) : ℝ :=
  (M 0 - M (Real.pi / q)) / (M 0 + M (Real.pi / q))

/-- Height derivative of a sum of two decaying exponentials. -/
theorem deriv_two_exp (A B κ g : ℝ) :
    deriv (fun z : ℝ => A * Real.exp (-(κ * z)) + B * Real.exp (-(g * z))) =
      fun z => (-κ * A) * Real.exp (-(κ * z)) + (-g * B) * Real.exp (-(g * z)) := by
  have he : ∀ c z : ℝ, HasDerivAt (fun z : ℝ => Real.exp (-(c * z)))
      (-c * Real.exp (-(c * z))) z := by
    intro c z
    have h : HasDerivAt (fun z : ℝ => -(c * z)) (-c) z :=
      ((hasDerivAt_id' z).const_mul c).fun_neg.congr_deriv (by ring)
    exact h.exp.congr_deriv (by ring)
  have hs : ∀ z : ℝ, HasDerivAt
      (fun z : ℝ => A * Real.exp (-(κ * z)) + B * Real.exp (-(g * z)))
      ((-κ * A) * Real.exp (-(κ * z)) + (-g * B) * Real.exp (-(g * z))) z := fun z =>
    (((he κ z).const_mul A).fun_add ((he g z).const_mul B)).congr_deriv (by ring)
  exact funext fun z => (hs z).deriv

/-- Height derivative of the vacuum wave: each part is multiplied by minus its decay rate. -/
theorem deriv_vacuumWave (κ q g b x : ℝ) :
    deriv (vacuumWave κ q g b x) = fun z =>
      (-κ * 1) * Real.exp (-(κ * z)) + (-g * (b * Real.cos (q * x))) * Real.exp (-(g * z)) := by
  have h : vacuumWave κ q g b x = fun z =>
      1 * Real.exp (-(κ * z)) + (b * Real.cos (q * x)) * Real.exp (-(g * z)) := by
    funext z
    unfold vacuumWave
    ring
  rw [h, deriv_two_exp]

/-- The Laplacian multiplies the uniform part by `κ²` and the modulated part by `g² - q²`. -/
theorem laplacian_vacuumWave (κ q g b x z : ℝ) :
    laplacian (vacuumWave κ q g b) x z = κ ^ 2 * Real.exp (-(κ * z)) +
      (g ^ 2 - q ^ 2) * (b * Real.cos (q * x)) * Real.exp (-(g * z)) := by
  have hq : ∀ x : ℝ, HasDerivAt (fun x : ℝ => q * x) q x := fun x =>
    ((hasDerivAt_id' x).const_mul q).congr_deriv (by ring)
  -- first and second lateral derivatives
  have h1 : ∀ x : ℝ, HasDerivAt (fun x' => vacuumWave κ q g b x' z)
      (-(b * q * Real.exp (-(g * z))) * Real.sin (q * x)) x := fun x =>
    ((((hq x).cos.const_mul b).mul_const (Real.exp (-(g * z)))).const_add
      (Real.exp (-(κ * z)))).congr_deriv (by ring)
  have h2 : HasDerivAt (fun x : ℝ => -(b * q * Real.exp (-(g * z))) * Real.sin (q * x))
      (-(b * q ^ 2 * Real.exp (-(g * z))) * Real.cos (q * x)) x :=
    ((hq x).sin.const_mul _).congr_deriv (by ring)
  have h3 : deriv (fun x' => vacuumWave κ q g b x' z) =
      fun x => -(b * q * Real.exp (-(g * z))) * Real.sin (q * x) :=
    funext fun x => (h1 x).deriv
  rw [laplacian, h3, h2.deriv, deriv_vacuumWave, deriv_two_exp]
  ring

/-- For `g ≥ 0`, a wave with non-zero modulation solves the vacuum Schrödinger equation `Δψ = κ²ψ`
everywhere if and only if the modulation decays at the rate `√(κ² + q²)`. -/
theorem solves_vacuum_iff (κ q g b : ℝ) (hb : b ≠ 0) (hg : 0 ≤ g) :
    (∀ x z, laplacian (vacuumWave κ q g b) x z = κ ^ 2 * vacuumWave κ q g b x z) ↔
      g = decayRate κ q := by
  constructor
  · intro h
    -- the equation at the origin already fixes the rate
    have h0 := h 0 0
    rw [laplacian_vacuumWave] at h0
    simp only [vacuumWave, mul_zero, neg_zero, Real.exp_zero, Real.cos_zero] at h0
    have h1 : g ^ 2 = κ ^ 2 + q ^ 2 := mul_left_cancel₀ hb (by linear_combination h0)
    rw [decayRate, ← h1, Real.sqrt_sq hg]
  · intro h x z
    have hs : g ^ 2 = κ ^ 2 + q ^ 2 := by
      rw [h, decayRate, Real.sq_sqrt (by positivity)]
    rw [laplacian_vacuumWave, vacuumWave]
    linear_combination b * Real.cos (q * x) * Real.exp (-(g * z)) * hs

/-- For a scan `A + B cos(qx)` with non-zero uniform part, the contrast times the uniform
amplitude `A` is the modulated amplitude `B`. -/
theorem contrast_mul_uniform (q A B : ℝ) (hq : q ≠ 0) (hA : A ≠ 0) :
    contrast q (fun x => A + B * Real.cos (q * x)) * A = B := by
  have hp : q * (Real.pi / q) = Real.pi := by field_simp
  simp only [contrast, hp, mul_zero, Real.cos_zero, Real.cos_pi]
  rw [show A + B * 1 - (A + B * -1) = 2 * B by ring,
    show A + B * 1 + (A + B * -1) = 2 * A by ring]
  field_simp

/-- Gain law for a tip `α + β ∂z + γ ∂z²`: the contrasts seen by this tip and carried by the
wave itself are related by the values of the tip operator on the two exponentials. -/
theorem tip_gain (α β γ κ q g b z : ℝ) (hq : q ≠ 0) (hD : α - β * κ + γ * κ ^ 2 ≠ 0) :
    (α - β * κ + γ * κ ^ 2) * contrast q (fun x => tipSignal α β γ (vacuumWave κ q g b) x z) =
      (α - β * g + γ * g ^ 2) * contrast q (fun x => vacuumWave κ q g b x z) := by
  have e1 : (fun x => tipSignal α β γ (vacuumWave κ q g b) x z) = fun x =>
      (α - β * κ + γ * κ ^ 2) * Real.exp (-(κ * z)) +
        ((α - β * g + γ * g ^ 2) * b * Real.exp (-(g * z))) * Real.cos (q * x) := by
    funext x
    rw [tipSignal, deriv_vacuumWave, deriv_two_exp, vacuumWave]
    ring
  have e0 : (fun x => vacuumWave κ q g b x z) = fun x =>
      Real.exp (-(κ * z)) + (b * Real.exp (-(g * z))) * Real.cos (q * x) := by
    funext x
    rw [vacuumWave]
    ring
  have h1 := contrast_mul_uniform q _ ((α - β * g + γ * g ^ 2) * b * Real.exp (-(g * z))) hq
    (mul_ne_zero hD (Real.exp_ne_zero (-(κ * z))))
  have h0 := contrast_mul_uniform q _ (b * Real.exp (-(g * z))) hq
    (Real.exp_ne_zero (-(κ * z)))
  rw [← e1] at h1
  rw [← e0] at h0
  -- cancel the common uniform exponential
  exact mul_right_cancel₀ (Real.exp_ne_zero (-(κ * z)))
    (by linear_combination h1 - (α - β * g + γ * g ^ 2) * h0)

/-- Chen's corrugation enhancement for a modulation with decay rate `√(κ² + q²)`: a `p_z` tip
multiplies the amplitude contrast by `√(κ² + q²) / κ`, and a `d_z²` tip multiplies it by `1 + 3q² /
(2κ²)`. -/
theorem chen_enhancement (κ q b z : ℝ) (hκ : 0 < κ) (hq : 0 < q) :
    contrast q (fun x => pzSignal (vacuumWave κ q (decayRate κ q) b) x z) =
        decayRate κ q / κ * contrast q (fun x => vacuumWave κ q (decayRate κ q) b x z) ∧
    contrast q (fun x => dz2Signal κ (vacuumWave κ q (decayRate κ q) b) x z) =
        (1 + 3 * q ^ 2 / (2 * κ ^ 2)) *
          contrast q (fun x => vacuumWave κ q (decayRate κ q) b x z) := by
  have hs : decayRate κ q ^ 2 = κ ^ 2 + q ^ 2 := Real.sq_sqrt (by positivity)
  constructor
  · have h := tip_gain 0 1 0 κ q (decayRate κ q) b z hq.ne' (by
      intro h; linarith)
    unfold pzSignal
    rw [div_mul_eq_mul_div, eq_div_iff hκ.ne']
    linear_combination -h
  · have h := tip_gain (-κ ^ 2) 0 3 κ q (decayRate κ q) b z hq.ne' (by
      have := pow_pos hκ 2
      intro h; linarith)
    have hf : 1 + 3 * q ^ 2 / (2 * κ ^ 2) = (2 * κ ^ 2 + 3 * q ^ 2) / (2 * κ ^ 2) := by
      field_simp
    unfold dz2Signal
    rw [hf, div_mul_eq_mul_div, eq_div_iff (by positivity)]
    linear_combination h + 3 * contrast q
      (fun x => vacuumWave κ q (decayRate κ q) b x z) * hs

/-- The `p_z` gain exceeds one, and the `d_z²` gain lies strictly between the square of the
`p_z` gain and three halves of that square. -/
theorem gain_bounds (κ q : ℝ) (hκ : 0 < κ) (hq : 0 < q) :
    1 < decayRate κ q / κ ∧
    (decayRate κ q / κ) ^ 2 < 1 + 3 * q ^ 2 / (2 * κ ^ 2) ∧
    1 + 3 * q ^ 2 / (2 * κ ^ 2) < 3 / 2 * (decayRate κ q / κ) ^ 2 := by
  have hs : decayRate κ q ^ 2 = κ ^ 2 + q ^ 2 := Real.sq_sqrt (by positivity)
  have hr : 0 < decayRate κ q / κ := div_pos (Real.sqrt_pos.mpr (by positivity)) hκ
  have ht : 0 < q ^ 2 / κ ^ 2 := by positivity
  have h2 : (decayRate κ q / κ) ^ 2 = 1 + q ^ 2 / κ ^ 2 := by
    rw [div_pow, hs, add_div, div_self (pow_ne_zero 2 hκ.ne')]
  have h3 : 3 * q ^ 2 / (2 * κ ^ 2) = 3 / 2 * (q ^ 2 / κ ^ 2) := by ring
  refine ⟨by nlinarith, ?_, ?_⟩
  · rw [h2, h3]; linarith
  · rw [h2, h3]; linarith

/-- At every height, a non-zero modulation with decay rate `√(κ² + q²)` appears with strictly larger
absolute amplitude contrast to a `p_z` tip than in the wave itself, and strictly larger still to a
`d_z²` tip. -/
theorem contrast_ordering (κ q b z : ℝ) (hκ : 0 < κ) (hq : 0 < q) (hb : b ≠ 0) :
    |contrast q (fun x => vacuumWave κ q (decayRate κ q) b x z)| <
        |contrast q (fun x => pzSignal (vacuumWave κ q (decayRate κ q) b) x z)| ∧
    |contrast q (fun x => pzSignal (vacuumWave κ q (decayRate κ q) b) x z)| <
        |contrast q (fun x => dz2Signal κ (vacuumWave κ q (decayRate κ q) b) x z)| := by
  obtain ⟨hp, hd⟩ := chen_enhancement κ q b z hκ hq
  obtain ⟨g1, g2, -⟩ := gain_bounds κ q hκ hq
  have e0 : (fun x => vacuumWave κ q (decayRate κ q) b x z) = fun x =>
      Real.exp (-(κ * z)) + (b * Real.exp (-(decayRate κ q * z))) * Real.cos (q * x) := by
    funext x
    rw [vacuumWave]
    ring
  have h0 := contrast_mul_uniform q _ (b * Real.exp (-(decayRate κ q * z))) hq.ne'
    (Real.exp_ne_zero (-(κ * z)))
  rw [← e0] at h0
  -- the wave itself has non-zero contrast
  have hc : 0 < |contrast q (fun x => vacuumWave κ q (decayRate κ q) b x z)| := by
    refine abs_pos.mpr fun h => ?_
    rw [h, zero_mul] at h0
    exact mul_ne_zero hb (Real.exp_ne_zero _) h0.symm
  have g3 : decayRate κ q / κ < 1 + 3 * q ^ 2 / (2 * κ ^ 2) := by nlinarith
  rw [hp, hd, abs_mul, abs_mul, abs_of_pos (by linarith : 0 < decayRate κ q / κ),
    abs_of_pos (by linarith : 0 < 1 + 3 * q ^ 2 / (2 * κ ^ 2))]
  exact ⟨by nlinarith, mul_lt_mul_of_pos_right g3 hc⟩

end

end ChenCorrugation
```

```lean
#print axioms ChenCorrugation.solves_vacuum_iff
-- 'ChenCorrugation.solves_vacuum_iff' depends on axioms: [propext, Classical.choice, Quot.sound]
#print axioms ChenCorrugation.chen_enhancement
-- 'ChenCorrugation.chen_enhancement' depends on axioms: [propext, Classical.choice, Quot.sound]
#print axioms ChenCorrugation.contrast_ordering
-- 'ChenCorrugation.contrast_ordering' depends on axioms: [propext, Classical.choice, Quot.sound]
```

## The decay rate of the modulation

Let $z$ be the height above the surface and $x$ a lateral coordinate. The sample wave is

$$\psi(x,z)=e^{-\kappa z}+b\cos(qx)\,e^{-gz},$$

where $\kappa$ is the decay rate of the uniform part, $q$ the wave number of the modulation, $b$ its strength and $g$ its decay rate. In a vacuum barrier of constant height $V$, an electron of mass $m$ and energy $E<V$ obeys $\Delta\psi=\kappa^2\psi$ with $\kappa^2=2m(V-E)/\hbar^2$.

Two derivatives in $z$ multiply the exponentials by $\kappa^2$ and $g^2$, and two derivatives in $x$ multiply the cosine by $-q^2$. Hence

$$\Delta\psi=\kappa^2e^{-\kappa z}+(g^2-q^2)\,b\cos(qx)\,e^{-gz},$$

$$\Delta\psi-\kappa^2\psi=(g^2-q^2-\kappa^2)\,b\cos(qx)\,e^{-gz}.$$

If the right-hand side vanishes everywhere, it vanishes at $x=z=0$, which gives $b\,(g^2-q^2-\kappa^2)=0$. For $b\neq0$ and $g\ge0$ this means $g=\sqrt{\kappa^2+q^2}$. Conversely, this value of $g$ makes the right-hand side zero at every point. The lateral oscillation is thus paid for by faster decay in height.

## What a tip does to the contrast

Contrast is read off from two points of a scan $M(x)$ at fixed height, half a period apart:

$$C=\frac{M(0)-M(\pi/q)}{M(0)+M(\pi/q)}.$$

For $M(x)=A+B\cos(qx)$ with $A\neq0$, the two values are $A+B$ and $A-B$, so $C=2B/(2A)=B/A$. This is the ratio of modulated to uniform amplitude, with its sign. For the wave itself it is $C_0=b\,e^{-(g-\kappa)z}$.

Now let the tip respond to $\alpha\psi+\beta\,\partial_z\psi+\gamma\,\partial_z^2\psi$. On $e^{-cz}$ this operator is multiplication by

$$P(c)=\alpha-\beta c+\gamma c^2.$$

The uniform amplitude is therefore multiplied by $P(\kappa)$ and the modulated one by $P(g)$. If $P(\kappa)\neq0$, the contrast seen by the tip is $C=\dfrac{P(g)}{P(\kappa)}\,C_0$.

- For the $p_z$ tip the operator is $\partial_z$, so $P(c)=-c$ and the gain is $g/\kappa$.
- For the $d_{z^2}$ tip the operator is $3\partial_z^2-\kappa^2$, so $P(c)=3c^2-\kappa^2$ and the gain is
$$\frac{3g^2-\kappa^2}{2\kappa^2}=\frac{2\kappa^2+3q^2}{2\kappa^2}=1+\frac{3q^2}{2\kappa^2}.$$

With $\kappa=1$ and $q=\sqrt3$, the decay rate is $g=2$, and the gains are $2$ and $5.5$.

To compare them in general, put $t=q^2/\kappa^2>0$ and $r=g/\kappa$. Then $r^2=1+t>1$, so $r>1$. The $d_{z^2}$ gain is $1+\tfrac32t$, which satisfies

$$r^2=1+t<1+\tfrac32t<\tfrac32(1+t)=\tfrac32r^2.$$

Since $r<r^2$, the $d_{z^2}$ gain is also strictly larger than the $p_z$ gain.

## The theorems in words

`vacuumWave κ q g b x z` is $\psi(x,z)$, and `decayRate κ q` is $\sqrt{\kappa^2+q^2}$. All quantities are real numbers, with no units attached. `laplacian` contains the second derivatives in $x$ and $z$ only, which is the full Laplacian for a wave that doesn't depend on the other lateral coordinate.

`solves_vacuum_iff` states that, for $b\neq0$ and $g\ge0$, the wave satisfies the vacuum equation at all points exactly when `g = decayRate κ q`. The first condition ensures that there is a modulation to constrain; the second selects the non-negative root.

`tipSignal α β γ` is the tunnelling amplitude for a tip that responds to the wave and its first two height derivatives, with `pzSignal` and `dz2Signal` as special cases. That a tip orbital acts as a differential operator on the sample wave is Chen's derivative rule, and it enters here as a definition; it is not derived from a tunnelling matrix element. The form of the $d_{z^2}$ operator can be understood from the orbital's angular shape, which corresponds to $2\partial_z^2-\partial_x^2-\partial_y^2=3\partial_z^2-\Delta$. On a solution of the vacuum equation, $\Delta$ may be replaced by $\kappa^2$. Overall constants are omitted, as they cancel in the contrast.

`chen_enhancement` assumes $\kappa>0$ and $q>0$ and gives the two gains as equations between contrasts, at every height $z$ and for every $b$. `gain_bounds` gives the inequalities for $r$. `contrast_ordering` adds $b\neq0$ and concludes that the absolute contrast grows strictly from the wave itself, which is what an $s$ tip sees in this description, to the $p_z$ tip and then to the $d_{z^2}$ tip. Absolute values are needed because a negative $b$ makes all three contrasts negative.

These are statements about the amplitude at constant height. The current goes with its squared modulus, and the corrugation of a constant-current image is a height difference; neither is treated in the theorems. The ordering need not carry over to the current: for $M=A+B\cos(qx)$ the same two-point contrast of $M^2$ is $2C/(1+C^2)$, which grows in size with $|C|$ only while $|C|\le1$, that is, while the amplitude does not change sign along the scan. The sample is represented by a single state with one cosine modulation, and the tip by a single orbital. Within that restriction, the result shows how strongly the choice of tip orbital affects the lateral contrast of the tunnelling amplitude.

## How the proof follows the calculation

`deriv_two_exp` differentiates a sum of two decaying exponentials with arbitrary coefficients. Its output has the same form as its input, so a second application gives the second derivative. `deriv_vacuumWave` applies it to $\psi$ at fixed $x$, where $b\cos(qx)$ is just a coefficient.

`laplacian_vacuumWave` obtains the lateral derivatives in two steps, cosine to sine and back to cosine, and combines them with the height derivatives into the formula for $\Delta\psi$ above. In `solves_vacuum_iff`, the forward direction evaluates the equation at the origin, cancels $b$ and takes the non-negative square root. The reverse direction multiplies $g^2=\kappa^2+q^2$ by $b\cos(qx)e^{-gz}$, which is the step `linear_combination` carries out.

`contrast_mul_uniform` is the identity $C=B/A$ in the form $CA=B$. It assumes $q\neq0$ as well as $A\neq0$, and uses $q\cdot(\pi/q)=\pi$ to evaluate the cosine at the second point.

The central lemma is `tip_gain`, which states $P(\kappa)\,C=P(g)\,C_0$ for $q\neq0$ and $P(\kappa)\neq0$. Its steps `e1` and `e0` write the tip signal and the bare wave as $A+B\cos(qx)$. Applying `contrast_mul_uniform` to each gives

$$C\,P(\kappa)\,e^{-\kappa z}=P(g)\,b\,e^{-gz},\qquad C_0\,e^{-\kappa z}=b\,e^{-gz}.$$

Subtracting $P(g)$ times the second equation from the first and cancelling $e^{-\kappa z}$ yields the lemma. It holds for any $g$; the vacuum equation comes in only when `chen_enhancement` sets $g$ to `decayRate κ q`. That theorem checks $P(\kappa)\neq0$ for both tips, where $P(\kappa)$ is $-\kappa$ and $2\kappa^2$ respectively, and divides. The $d_{z^2}$ case also uses $g^2=\kappa^2+q^2$ to express the gain through $q$.

`gain_bounds` rewrites the square of the $p_z$ gain and the $d_{z^2}$ gain in terms of $q^2/\kappa^2$, as in the comparison by hand. `contrast_ordering` first shows that $C_0\neq0$: otherwise $b\,e^{-gz}$ would be zero, although $b\neq0$ and the exponential never vanishes. Multiplying $1<r<1+\tfrac32t$ by $|C_0|>0$ then gives the strict ordering.
